# Reversible linear evolution of a finite-dimensional quantum system that preserves products and adjoints is unitary

A closed quantum system with time-independent Hamiltonian $H$ evolves in the Heisenberg picture by $A \mapsto U^\dagger A U$ with $U = e^{-iHt/\hbar}$. Such an evolution is linear and reversible, and it respects products and adjoints, so commutation relations and hermiticity survive. Suppose now that only these algebraic properties are known. Must there be a unitary $U$ behind them? For a system with finitely many levels, the answer is yes.

## Observables and their evolution

```lean
import Mathlib

open Matrix

namespace HeisenbergAutomorphism

noncomputable section

variable {n : Type*} [Fintype n] [DecidableEq n]
```

Here `n` is not a number but a finite set of labels for the basis states. The dimension is the number of labels.

```lean
/-- A linear map on the complex matrices is an observable dynamics if it preserves
products and adjoints. -/
structure IsObservableDynamics (Φ : Matrix n n ℂ →ₗ[ℂ] Matrix n n ℂ) : Prop where
  mul : ∀ A B, Φ (A * B) = Φ A * Φ B
  adjoint : ∀ A, Φ Aᴴ = (Φ A)ᴴ
```

The map $\Phi$ is complex-linear on square matrices (`→ₗ[ℂ]`) and satisfies $\Phi(AB)=\Phi(A)\Phi(B)$ and $\Phi(A^\dagger)=\Phi(A)^\dagger$. Lean writes `ᴴ` for $\dagger$. Textbooks call such a map a *-homomorphism. It acts on all matrices, not only Hermitian ones, and the zero map qualifies.

The unitary evolution of a closed system preserves products. Dephasing does not: if $\sigma_x \mapsto \lambda\sigma_x$ with $0\le\lambda<1$, then $\sigma_x^2=1$ is no longer respected.

## Building a basis from the evolution

```lean
/-- The matrix whose column `j` is the vector `v` acted on by the image under `Φ` of the
transition operator `|j⟩⟨k|`. -/
def transportedBasis (Φ : Matrix n n ℂ →ₗ[ℂ] Matrix n n ℂ) (k : n) (v : n → ℂ) :
    Matrix n n ℂ :=
  Matrix.of fun a j => (Φ (Matrix.single j k 1) *ᵥ v) a
```

Write $E_{jk}=|j\rangle\langle k|$, in Lean `Matrix.single j k 1`. For a fixed label $k$ and vector $v$, this defines the matrix $V$ whose column $j$ is $\Phi(E_{jk})v$. The symbol `*ᵥ` applies a matrix to a vector.

```lean
/-- A nonzero observable dynamics sends no basis projector `|k⟩⟨k|` to zero. -/
theorem projector_image_ne_zero {Φ : Matrix n n ℂ →ₗ[ℂ] Matrix n n ℂ}
    (h : IsObservableDynamics Φ) (hne : Φ ≠ 0) (k : n) :
    Φ (Matrix.single k k 1) ≠ 0 := by
  intro h0
  apply hne
  refine LinearMap.ext fun A => ?_
  show Φ A = 0
  rw [Matrix.matrix_eq_sum_single A, map_sum]
  refine Finset.sum_eq_zero fun i _ => ?_
  rw [map_sum]
  refine Finset.sum_eq_zero fun j _ => ?_
  -- every transition operator factors through the projector on `k`
  have hf : Matrix.single i j (A i j) =
      Matrix.single i k (A i j) * Matrix.single k k 1 * Matrix.single k j 1 := by simp
  rw [hf, h.mul, h.mul, h0, mul_zero, zero_mul]
```

In a theorem, the hypotheses stand in brackets after the name, and the conclusion follows the colon after those brackets. This one says that if $\Phi\neq0$, then $\Phi(E_{kk})\neq 0$.

Suppose $\Phi(E_{kk})=0$. Every $A$ is a sum of terms

$$A_{ij}E_{ij} = (A_{ij}E_{ik})\,E_{kk}\,E_{kj},$$

and $\Phi$ sends each to a product with a zero factor. Hence $\Phi=0$, a contradiction. The factorisation is `hf`.

```lean
/-- A nonzero idempotent matrix fixes some unit vector. -/
theorem exists_unit_fixed_vector {P : Matrix n n ℂ} (hP : P * P = P) (h0 : P ≠ 0) :
    ∃ v : n → ℂ, P *ᵥ v = v ∧ star v ⬝ᵥ v = 1 := by
  obtain ⟨w, hw⟩ : ∃ w : n → ℂ, P *ᵥ w ≠ 0 := by
    by_contra hcon
    apply h0
    ext i j
    have hz : P *ᵥ (Pi.single j 1) = 0 := by
      by_contra hj
      exact hcon ⟨_, hj⟩
    simpa using congrFun hz i
  obtain ⟨i, hi⟩ := Function.ne_iff.mp hw
  have hs : 0 < ∑ a, Complex.normSq ((P *ᵥ w) a) :=
    Finset.sum_pos' (fun a _ => Complex.normSq_nonneg _)
      ⟨i, Finset.mem_univ i, Complex.normSq_pos.2 hi⟩
  have hdot : star (P *ᵥ w) ⬝ᵥ (P *ᵥ w) =
      ((∑ a, Complex.normSq ((P *ᵥ w) a) : ℝ) : ℂ) := by
    simp [dotProduct, Complex.normSq_eq_conj_mul_self]
  -- divide by the length of the vector
  obtain ⟨t, ht, hts⟩ : ∃ t : ℝ, t ≠ 0 ∧ t * t = ∑ a, Complex.normSq ((P *ᵥ w) a) :=
    ⟨√_, (Real.sqrt_pos.2 hs).ne', Real.mul_self_sqrt hs.le⟩
  have htc : (t : ℂ) ≠ 0 := by exact_mod_cast ht
  have hstar : star ((t : ℂ)⁻¹) = (t : ℂ)⁻¹ := by simp
  refine ⟨(t : ℂ)⁻¹ • (P *ᵥ w), ?_, ?_⟩
  · rw [Matrix.mulVec_smul, Matrix.mulVec_mulVec, hP]
  · rw [star_smul, smul_dotProduct, dotProduct_smul, hdot, ← hts, hstar]
    simp only [smul_eq_mul, Complex.ofReal_mul]
    field_simp
```

If $P^2=P\neq0$, there is a $v$ with $Pv=v$ and $\langle v|v\rangle=1$, written `star v ⬝ᵥ v = 1`.

Some $w$ has $Pw\ne0$, since otherwise every column of $P$ would vanish. Let $t=\sqrt{\sum_a|(Pw)_a|^2}>0$ and $v=Pw/t$. Then $Pv=P^2w/t=v$, and $v$ has length one. The last two bullets of the proof check these two properties.

```lean
/-- If `v` is a unit vector fixed by the image of `|k⟩⟨k|` under an observable dynamics,
the transported basis is orthonormal. -/
theorem transportedBasis_orthonormal {Φ : Matrix n n ℂ →ₗ[ℂ] Matrix n n ℂ}
    (h : IsObservableDynamics Φ) {k : n} {v : n → ℂ}
    (hv : Φ (Matrix.single k k 1) *ᵥ v = v) (h1 : star v ⬝ᵥ v = 1) :
    (transportedBasis Φ k v)ᴴ * transportedBasis Φ k v = 1 := by
  ext i j
  have hE : (Matrix.single i k (1 : ℂ))ᴴ = Matrix.single k i 1 := by
    simp [Matrix.conjTranspose_single]
  change star (Φ (Matrix.single i k 1) *ᵥ v) ⬝ᵥ (Φ (Matrix.single j k 1) *ᵥ v) = _
  rw [Matrix.star_mulVec, ← Matrix.dotProduct_mulVec, Matrix.mulVec_mulVec,
    ← h.adjoint, ← h.mul, hE]
  by_cases hij : i = j
  · subst hij
    have hp : Matrix.single k i (1 : ℂ) * Matrix.single i k 1 = Matrix.single k k 1 := by
      simp
    rw [hp, hv, h1, Matrix.one_apply_eq]
  · have hp : Matrix.single k i (1 : ℂ) * Matrix.single j k 1 = 0 := by
      simp [hij]
    rw [hp, map_zero, Matrix.zero_mulVec, dotProduct_zero, Matrix.one_apply_ne hij]
```

If $\Phi(E_{kk})v=v$ and $\langle v|v\rangle=1$, then $V^\dagger V=1$. Entry by entry,

$$(V^\dagger V)_{ij}=\langle \Phi(E_{ik})v|\Phi(E_{jk})v\rangle=\langle v|\Phi(E_{ki}E_{jk})v\rangle=\delta_{ij}\langle v|\Phi(E_{kk})v\rangle=\delta_{ij}.$$

The `change` line writes the entry as an inner product, `rw` moves the adjoint across and merges the product, and `by_cases` separates $i=j$ from $i\ne j$.

```lean
/-- For an observable dynamics `Φ` and any vector `v`, the matrix `V = transportedBasis Φ k v`
satisfies `Φ A * V = V * A`. -/
theorem transportedBasis_intertwines {Φ : Matrix n n ℂ →ₗ[ℂ] Matrix n n ℂ}
    (h : IsObservableDynamics Φ) (k : n) (v : n → ℂ) (A : Matrix n n ℂ) :
    Φ A * transportedBasis Φ k v = transportedBasis Φ k v * A := by
  ext a j
  have hA : A * Matrix.single j k 1 = ∑ i, A i j • Matrix.single i k (1 : ℂ) := by
    ext c b
    by_cases hb : k = b <;>
      simp [Matrix.mul_apply, Matrix.sum_apply, Matrix.single_apply, hb]
  change (Φ A *ᵥ (Φ (Matrix.single j k 1) *ᵥ v)) a =
    ∑ i, (Φ (Matrix.single i k 1) *ᵥ v) a * A i j
  rw [Matrix.mulVec_mulVec, ← h.mul, hA, map_sum]
  simp only [map_smul, Matrix.mulVec, dotProduct, Matrix.sum_apply, Matrix.smul_apply,
    smul_eq_mul, Finset.sum_mul]
  rw [Finset.sum_comm]
  exact Finset.sum_congr rfl fun i _ => Finset.sum_congr rfl fun b _ => by ring
```

This states $\Phi(A)V=VA$, for any $v$. Since $AE_{jk}=\sum_i A_{ij}E_{ik}$ (the step `hA`), column $j$ of the left side is

$$\Phi(A)\Phi(E_{jk})v=\Phi(AE_{jk})v=\sum_i A_{ij}\,\Phi(E_{ik})v,$$

which is column $j$ of $VA$. The remaining lines reorder finite sums.

## The unitary

```lean
/-- Every nonzero linear map on the complex matrices that preserves products and adjoints
has the form `A ↦ U† A U` with `U` unitary. -/
theorem nonzero_dynamics_is_unitary {Φ : Matrix n n ℂ →ₗ[ℂ] Matrix n n ℂ}
    (h : IsObservableDynamics Φ) (hne : Φ ≠ 0) :
    ∃ U ∈ Matrix.unitaryGroup n ℂ, ∀ A, Φ A = Uᴴ * A * U := by
  rcases isEmpty_or_nonempty n with hn | ⟨⟨k⟩⟩
  · exact (hne (LinearMap.ext fun A => Matrix.ext fun i _ => isEmptyElim i)).elim
  have hP : Φ (Matrix.single k k 1) * Φ (Matrix.single k k 1) = Φ (Matrix.single k k 1) := by
    rw [← h.mul]
    simp
  obtain ⟨v, hv, h1⟩ := exists_unit_fixed_vector hP (projector_image_ne_zero h hne k)
  have hiso := transportedBasis_orthonormal h hv h1
  have hint := transportedBasis_intertwines h k v
  -- orthonormal columns of a square matrix form a complete basis
  have hco := mul_eq_one_comm.mp hiso
  refine ⟨(transportedBasis Φ k v)ᴴ, ?_, fun A => ?_⟩
  · rw [Matrix.mem_unitaryGroup_iff, Matrix.star_eq_conjTranspose,
      Matrix.conjTranspose_conjTranspose, hiso]
  · rw [Matrix.conjTranspose_conjTranspose, ← hint A, mul_assoc, hco, mul_one]
```

Every nonzero $\Phi$ of this kind has the form $\Phi(A)=U^\dagger AU$ with $U$ unitary. With no labels at all, every map is zero, so that case is excluded at once. Otherwise choose a label $k$. Because $E_{kk}^2=E_{kk}$, the matrix $\Phi(E_{kk})$ is idempotent, and it is nonzero, so it fixes a unit vector $v$. The resulting $V$ satisfies $V^\dagger V=1$, hence also $VV^\dagger=1$, and

$$\Phi(A)=\Phi(A)VV^\dagger=VAV^\dagger .$$

Set $U=V^\dagger$.

The step from $V^\dagger V=1$ to $VV^\dagger=1$ is Mathlib's `mul_eq_one_comm`. It is an equivalence between `a * b = 1` and `b * a = 1`, and `.mp` uses it from left to right. For square matrices it says that orthonormal vectors, as many as the dimension, are complete. In infinite dimension this fails: the shift $S|m\rangle=|m+1\rangle$, $m\ge0$, has $S^\dagger S=1$ but $SS^\dagger\neq1$. The map $A\mapsto SAS^\dagger$ is then nonzero and preserves products and adjoints, yet it does not send $1$ to $1$. It is not onto, so it is no counter-example to the reversible case below.

```lean
/-- Every reversible observable dynamics is unitary: in dimension at least one, a linear
bijection preserving products and adjoints is `A ↦ U† A U` for some unitary `U`. -/
theorem reversible_dynamics_is_unitary [Nonempty n] {Φ : Matrix n n ℂ →ₗ[ℂ] Matrix n n ℂ}
    (h : IsObservableDynamics Φ) (hb : Function.Bijective Φ) :
    ∃ U ∈ Matrix.unitaryGroup n ℂ, ∀ A, Φ A = Uᴴ * A * U := by
  refine nonzero_dynamics_is_unitary h fun h0 => ?_
  have h10 : (1 : Matrix n n ℂ) = 0 := hb.1 (by simp [h0])
  exact one_ne_zero h10
```

This is the reversible case. `Nonempty n` means dimension at least one, and `Function.Bijective Φ` expresses reversibility. If $\Phi$ were zero, then $\Phi(1)=\Phi(0)$, and injectivity would give $1=0$. So the previous theorem applies.

The theorem concerns one map at one time. Given a family $\Phi_t$, it supplies a $U_t$ for each $t$; finding a Hamiltonian with $U_t=e^{-iHt/\hbar}$ requires assumptions about how $\Phi_t$ depends on time.

```lean
/-- Two unitaries that evolve every observable in the same way differ only by a phase. -/
theorem unitary_unique_up_to_phase [Nonempty n] {U W : Matrix n n ℂ}
    (hU : U ∈ Matrix.unitaryGroup n ℂ) (hW : W ∈ Matrix.unitaryGroup n ℂ)
    (h : ∀ A, Uᴴ * A * U = Wᴴ * A * W) : ∃ c : ℂ, ‖c‖ = 1 ∧ W = c • U := by
  obtain ⟨k⟩ := ‹Nonempty n›
  have hU1 : U * Uᴴ = 1 := Matrix.mem_unitaryGroup_iff.mp hU
  have hW1 : W * Wᴴ = 1 := Matrix.mem_unitaryGroup_iff.mp hW
  have hU2 : Uᴴ * U = 1 := mul_eq_one_comm.mp hU1
  -- `W U†` commutes with every observable
  have hc : ∀ A, W * Uᴴ * A = A * (W * Uᴴ) := fun A => by
    calc W * Uᴴ * A = W * Uᴴ * A * (U * Uᴴ) := by rw [hU1, mul_one]
      _ = W * (Uᴴ * A * U) * Uᴴ := by simp only [mul_assoc]
      _ = (W * Wᴴ) * A * (W * Uᴴ) := by rw [h A]; simp only [mul_assoc]
      _ = A * (W * Uᴴ) := by rw [hW1, one_mul]
  -- hence it is a multiple of the identity
  have hs : ∀ M : Matrix n n ℂ, (∀ A, M * A = A * M) → M = M k k • 1 := by
    intro M hM
    ext a i
    have he := congrFun (congrFun (hM (Matrix.single i k 1)) a) k
    by_cases hia : i = a
    · subst hia
      simpa [Matrix.mul_apply, Matrix.single_apply] using he
    · simpa [Matrix.mul_apply, Matrix.single_apply, hia, Matrix.one_apply, Ne.symm hia]
        using he
  have hWU : W = (W * Uᴴ) k k • U := by
    calc W = W * Uᴴ * U := by rw [mul_assoc, hU2, mul_one]
      _ = ((W * Uᴴ) k k • (1 : Matrix n n ℂ)) * U := by rw [← hs _ hc]
      _ = (W * Uᴴ) k k • U := by rw [Matrix.smul_mul, one_mul]
  generalize (W * Uᴴ) k k = c at hWU
  refine ⟨c, ?_, hWU⟩
  rw [hWU, Matrix.conjTranspose_smul, Matrix.smul_mul, Matrix.mul_smul, hU1] at hW1
  have hcc : c * star c = 1 := by simpa using congrFun (congrFun hW1 k) k
  have hn := congrArg norm hcc
  rw [norm_mul, norm_star, norm_one] at hn
  rcases mul_self_eq_one_iff.mp hn with h1 | h1
  · exact h1
  · linarith [norm_nonneg c]
```

If $U$ and $W$ evolve every observable alike, then $W=cU$ with $|c|=1$. Multiply $U^\dagger AU=W^\dagger AW$ by $W$ on the left and $U^\dagger$ on the right. The result is $MA=AM$ for $M=WU^\dagger$ and all $A$. Taking $A=E_{ik}$ and comparing entries $(a,k)$ gives $M_{ai}=\delta_{ai}M_{kk}$, so $M=c\,1$ with $c=M_{kk}$. Finally $WW^\dagger=1$ forces $|c|^2=1$.

For a gate on finitely many qubits, specifying how it transforms the Pauli operators therefore loses only its global phase.

## Transposition and the spin flip

```lean
/-- Transposition of two by two matrices is not of the form `A ↦ U† A U` with `U` unitary. -/
theorem transpose_not_unitary :
    ¬ ∃ U ∈ Matrix.unitaryGroup (Fin 2) ℂ, ∀ A, Aᵀ = Uᴴ * A * U := by
  rintro ⟨U, hU, h⟩
  have hU1 : U * Uᴴ = 1 := Matrix.mem_unitaryGroup_iff.mp hU
  -- such a form would keep the order of products, which transposition reverses
  have hm : ∀ X Y : Matrix (Fin 2) (Fin 2) ℂ, (X * Y)ᵀ = Xᵀ * Yᵀ := fun X Y => by
    rw [h (X * Y), h X, h Y]
    calc Uᴴ * (X * Y) * U = Uᴴ * X * 1 * Y * U := by simp only [mul_one, mul_assoc]
      _ = Uᴴ * X * U * (Uᴴ * Y * U) := by rw [← hU1]; simp only [mul_assoc]
  have he := congrFun (congrFun (hm !![0, 1; 0, 0] !![0, 0; 1, 0]) 0) 0
  simp [Matrix.mul_apply, Fin.sum_univ_succ] at he
```

On a qubit, $A\mapsto A^T$ is not of the form $U^\dagger AU$. That form keeps the order of products. With Lean's labels $0,1$, take $X=E_{01}$ and $Y=E_{10}$: then $(XY)^T=E_{00}$, but $X^TY^T=E_{11}$.

Transposition is a linear bijection that preserves adjoints and squares, so preservation of products cannot be weakened to preservation of squares.

```lean
/-- The Pauli matrix `σx`. -/
def pauliX : Matrix (Fin 2) (Fin 2) ℂ := !![0, 1; 1, 0]
```

This is the usual $\sigma_x$.

```lean
/-- The spin flip `A ↦ σx A σx` on the observables of a spin one-half. -/
def spinFlip : Matrix (Fin 2) (Fin 2) ℂ →ₗ[ℂ] Matrix (Fin 2) (Fin 2) ℂ :=
  LinearMap.mulLeft ℂ pauliX ∘ₗ LinearMap.mulRight ℂ pauliX
```

The map is $A\mapsto\sigma_xA\sigma_x$, composed from left and right multiplication. The name "spin flip" refers to the sign change of $\sigma_y$ and $\sigma_z$; $\sigma_x$ stays fixed.

```lean
/-- The spin flip preserves products and adjoints and is a bijection. -/
theorem spinFlip_witness : IsObservableDynamics spinFlip ∧ Function.Bijective spinFlip := by
  have hX : pauliX * pauliX = 1 := by
    ext i j
    fin_cases i <;> fin_cases j <;> simp [pauliX, Matrix.mul_apply, Fin.sum_univ_succ]
  have hH : pauliXᴴ = pauliX := by
    ext i j
    fin_cases i <;> fin_cases j <;> simp [pauliX]
  have ha : ∀ A, spinFlip A = pauliX * (A * pauliX) := fun _ => rfl
  refine ⟨⟨fun A B => ?_, fun A => ?_⟩, Function.Involutive.bijective fun A => ?_⟩
  · rw [ha, ha, ha]
    calc pauliX * (A * B * pauliX) = pauliX * A * 1 * B * pauliX := by
          simp only [mul_one, mul_assoc]
      _ = pauliX * (A * pauliX) * (pauliX * (B * pauliX)) := by
          rw [← hX]; simp only [mul_assoc]
  · rw [ha, ha, Matrix.conjTranspose_mul, Matrix.conjTranspose_mul, hH, mul_assoc]
  · rw [ha, ha]
    calc pauliX * (pauliX * (A * pauliX) * pauliX)
        = (pauliX * pauliX) * A * (pauliX * pauliX) := by simp only [mul_assoc]
      _ = A := by rw [hX, one_mul, mul_one]

end

end HeisenbergAutomorphism
```

The spin flip satisfies all the hypotheses. Inserting $\sigma_x^2=1$ between $A$ and $B$ gives preservation of products, $\sigma_x^\dagger=\sigma_x$ gives preservation of adjoints, and applying the map twice returns $A$, so it is a bijection.

The construction of $U$ can be followed in numbers. Take $k=0$. Then $\Phi(E_{00})=E_{11}$ fixes $v=(0,1)^T$. The columns of $V$ are $\Phi(E_{00})v=(0,1)^T$ and $\Phi(E_{10})v=E_{01}v=(1,0)^T$, so $V=\sigma_x$ and $U=\sigma_x$. For example,

$$\begin{pmatrix}1&2\\3&4\end{pmatrix}\mapsto\begin{pmatrix}4&3\\2&1\end{pmatrix}.$$

Starting from $v=(0,i)^T$ gives $U=-i\sigma_x$ instead, which differs by a phase and produces the same evolution.

```lean
#print axioms HeisenbergAutomorphism.reversible_dynamics_is_unitary
#print axioms HeisenbergAutomorphism.unitary_unique_up_to_phase
#print axioms HeisenbergAutomorphism.transpose_not_unitary
```

```
'HeisenbergAutomorphism.reversible_dynamics_is_unitary' depends on axioms: [propext, Classical.choice, Quot.sound]
'HeisenbergAutomorphism.unitary_unique_up_to_phase' depends on axioms: [propext, Classical.choice, Quot.sound]
'HeisenbergAutomorphism.transpose_not_unitary' depends on axioms: [propext, Classical.choice, Quot.sound]
```
